# Exactly 24 of the 48 signed permutation matrices about an atom preserve the diamond structure

Place an atom of the diamond structure at the origin, with the cube axes as coordinate axes. A signed permutation matrix maps the structure onto itself if and only if its three nonzero entries have product $1$. Of the 48 such matrices, 24 qualify, and they realise every permutation of the atom's four bonds exactly once. They form the tetrahedral group $T_d$, not the full cubic group $O_h$; inversion, whose entries have product $-1$, is among the operations lost.

In a spinless one-electron model of the ideal infinite crystal, this site symmetry forces the three $p$ orbitals of an atom to share one on-site energy.

```lean
import Mathlib

open Matrix

namespace DiamondSiteSymmetry

noncomputable section
```

## Two sublattices of ideal points

Take the cube edge as the unit of length. The fcc lattice $L$ consists of the points with coordinates $x_i=n_i/2$, where the $n_i$ are integers with even sum. The index $i$ runs over $0,1,2$, as in Lean. Sums and negatives of such points are again of this form, so $L$ is an additive group. The definition `fcc` contains the proof of this, and later steps use it to add and subtract lattice vectors.

```lean
/-- The fcc lattice with unit cube edge: coordinates are halves of integers whose sum is even. -/
def fcc : AddSubgroup (Fin 3 → ℝ) where
  carrier := {x | ∃ n : Fin 3 → ℤ, Even (∑ i, n i) ∧ ∀ i, x i = (n i : ℝ) / 2}
  zero_mem' := ⟨0, by simp, by simp⟩
  add_mem' := fun {x y} hx hy => by
    obtain ⟨n, hn, hx⟩ := hx
    obtain ⟨m, hm, hy⟩ := hy
    refine ⟨n + m, ?_, fun i => ?_⟩
    · simp only [Pi.add_apply, Finset.sum_add_distrib]
      exact hn.add hm
    · simp only [Pi.add_apply, hx, hy]
      push_cast
      ring
  neg_mem' := fun {x} hx => by
    obtain ⟨n, hn, hx⟩ := hx
    refine ⟨-n, ?_, fun i => ?_⟩
    · simp only [Pi.neg_apply, Finset.sum_neg_distrib]
      exact even_neg.2 hn
    · simp only [Pi.neg_apply, hx]
      push_cast
      ring
```

The second sublattice is displaced by $d=(1/4,1/4,1/4)$.

```lean
/-- The vector (1/4, 1/4, 1/4) between the two sublattices. -/
def shift : Fin 3 → ℝ := fun _ => 1 / 4
```

The diamond structure is $D=L\cup(L+d)$. Membership in $L+d$ is written as $x-d\in L$. The atoms are points without species or thermal motion.

```lean
/-- The diamond structure: the fcc lattice together with its translate by `shift`. -/
def diamond : Set (Fin 3 → ℝ) := {x | x ∈ fcc ∨ x - shift ∈ fcc}
```

## Signed permutations as matrices

An operation $g$ consists of a permutation $\sigma$ of the axes, `g.1`, and three signs $s_i=\pm1$, `g.2`. The type `ℤˣ` of invertible integers contains exactly $1$ and $-1$.

```lean
/-- A permutation of the three axes together with a sign for each row. -/
abbrev SignedPerm := Equiv.Perm (Fin 3) × (Fin 3 → ℤˣ)
```

Its matrix $M$ has the entry $s_i$ in row $i$ and column $\sigma(i)$, and zeros elsewhere.

```lean
/-- The signed permutation matrix: row `i` has its only nonzero entry, the sign `g.2 i`,
in column `g.1 i`. -/
def op (g : SignedPerm) : Matrix (Fin 3) (Fin 3) ℝ :=
  Matrix.of fun i j => if g.1 i = j then ((g.2 i : ℤ) : ℝ) else 0
```

The symmetry condition is the equality of sets $M D=D$. The matrix acts about the origin, with no translation added, so this is a condition on the symmetry of an atomic site. Only signed permutation matrices are candidates in the theorems, not arbitrary orthogonal ones.

```lean
/-- The matrix `M`, acting about the atom at the origin, maps the diamond structure onto itself. -/
def MapsOnto (M : Matrix (Fin 3) (Fin 3) ℝ) : Prop :=
  (fun x => M *ᵥ x) '' diamond = diamond
```

Multiplying out a row leaves one term:
$$(Mx)_i=s_i\,x_{\sigma(i)}.$$

```lean
/-- Coordinate `i` of the image is coordinate `g.1 i` of `x` multiplied by the sign `g.2 i`. -/
theorem op_apply (g : SignedPerm) (x : Fin 3 → ℝ) (i : Fin 3) :
    (op g *ᵥ x) i = ((g.2 i : ℤ) : ℝ) * x (g.1 i) := by
  simp [op, Matrix.mulVec, dotProduct, ite_mul]
```

## The fcc lattice survives every operation

Let $x_i=n_i/2$ be a lattice point. Its image has coordinates $s_i n_{\sigma(i)}/2$, and the sum of the new numerators is
$$\sum_i s_i n_{\sigma(i)}=\sum_i (s_i-1)\,n_{\sigma(i)}+\sum_i n_i .$$
Each $s_i-1$ is $0$ or $-2$, so the first sum on the right is even. The second is even by assumption. The image therefore lies in $L$. In the proof, `h1` is the evenness of the first sum, `h2` the reordering of the second, and `h3` the displayed identity.

```lean
/-- Every signed permutation matrix maps the fcc lattice into itself. -/
theorem op_mem_fcc (g : SignedPerm) {x : Fin 3 → ℝ} (hx : x ∈ fcc) : op g *ᵥ x ∈ fcc := by
  obtain ⟨n, hn, hx⟩ := hx
  have h1 : Even (∑ i, ((g.2 i : ℤ) - 1) * n (g.1 i)) := by
    refine even_iff_two_dvd.2 (Finset.dvd_sum fun i _ => Dvd.dvd.mul_right ?_ _)
    rcases Int.units_eq_one_or (g.2 i) with h | h <;> rw [h] <;> decide
  have h2 : ∑ i, n (g.1 i) = ∑ i, n i := Equiv.sum_comp g.1 n
  -- the new sum of numerators is the even sum in `h1` plus the old sum of numerators
  have h3 : ∑ i, (g.2 i : ℤ) * n (g.1 i)
      = ∑ i, ((g.2 i : ℤ) - 1) * n (g.1 i) + ∑ i, n i := by
    rw [← h2, ← Finset.sum_add_distrib]
    exact Finset.sum_congr rfl fun i _ => by ring
  have h4 : Even (∑ i, (g.2 i : ℤ) * n (g.1 i)) := by
    rw [h3]
    exact h1.add hn
  exact ⟨fun i => (g.2 i : ℤ) * n (g.1 i), h4, fun i => by
    rw [op_apply, hx]
    push_cast
    ring⟩
```

## The shift vector decides

The displacement between $d$ and its image is
$$(Md-d)_i=\frac{s_i-1}{4}\in\{0,-\tfrac12\}.$$
Written as halves of integers, its numerators are $0$ for a plus sign and $-1$ for a minus sign. Their sum is minus the number of minus signs, which is even exactly when $s_0s_1s_2=1$. Hence $Md-d\in L$ if and only if the product of the signs is $1$.

Here `hc` and `hco` compute the coordinates, and `hpar` checks the parity statement over all eight sign choices. For the forward direction, `hn'` shows that the numerators supplied by lattice membership must be the ones just found.

```lean
/-- The shift vector and its image differ by an fcc lattice vector exactly when the
three signs have product 1. -/
theorem op_shift_sub_mem (g : SignedPerm) :
    op g *ᵥ shift - shift ∈ fcc ↔ ∏ i, g.2 i = 1 := by
  have hc : ∀ u : ℤˣ, ((u : ℤ) : ℝ) * (1 / 4) - 1 / 4
      = ((if u = 1 then 0 else -1 : ℤ) : ℝ) / 2 := by
    intro u
    rcases Int.units_eq_one_or u with rfl | rfl
    · norm_num
    · have h : (-1 : ℤˣ) ≠ 1 := by decide
      rw [if_neg h]
      norm_num
  have hpar : ∀ s : Fin 3 → ℤˣ,
      Even (∑ i, (if s i = 1 then 0 else -1 : ℤ)) ↔ ∏ i, s i = 1 := by decide +kernel
  have hco : ∀ i, (op g *ᵥ shift - shift) i
      = ((if g.2 i = 1 then 0 else -1 : ℤ) : ℝ) / 2 := by
    intro i
    rw [Pi.sub_apply, op_apply]
    exact hc (g.2 i)
  rw [← hpar]
  constructor
  · rintro ⟨n, hn, hx⟩
    have hn' : n = fun i => (if g.2 i = 1 then 0 else -1 : ℤ) := by
      funext i
      have h := (hx i).symm.trans (hco i)
      exact Int.cast_injective (α := ℝ) (by linarith)
    rw [hn'] at hn
    exact hn
  · intro h
    exact ⟨fun i => (if g.2 i = 1 then 0 else -1 : ℤ), h, hco⟩
```

Now take any atom $x$ of the second sublattice, so that $x-d\in L$. Each coordinate of $x$ is an odd multiple of $1/4$, and so is each coordinate of $Mx$. A point of $L$ has even multiples of $1/4$, so $Mx\notin L$. If $Mx$ is an atomic site at all, it belongs to $L+d$. To test this, split
$$Mx-d=M(x-d)+(Md-d).$$
The first term lies in $L$ by the previous step. The left side is therefore in $L$ exactly when $Md-d$ is, which means exactly when the signs have product $1$.

The parity contradiction is `hno`, which needs only coordinate $0$ and is closed by `omega`. The splitting is `hsplit`.

```lean
/-- An atom of the shifted sublattice is carried to an atomic site exactly when the three
signs have product 1. -/
theorem op_shifted_mem_iff (g : SignedPerm) {x : Fin 3 → ℝ} (hx : x - shift ∈ fcc) :
    op g *ᵥ x ∈ diamond ↔ ∏ i, g.2 i = 1 := by
  -- odd quarters never become halves of integers
  have hno : op g *ᵥ x ∉ fcc := by
    rintro ⟨m, _, hm⟩
    obtain ⟨n, _, hn⟩ := hx
    have h1 := hm 0
    have h2 := hn (g.1 0)
    rw [op_apply] at h1
    simp only [Pi.sub_apply, shift] at h2
    rcases Int.units_eq_one_or (g.2 0) with h | h
    · simp only [h, Units.val_one, Int.cast_one] at h1
      have h3 : 2 * (n (g.1 0) : ℝ) + 1 = 2 * (m 0 : ℝ) := by linarith
      have h4 : 2 * n (g.1 0) + 1 = 2 * m 0 := by exact_mod_cast h3
      omega
    · simp only [h, Units.val_neg, Units.val_one, Int.cast_neg, Int.cast_one] at h1
      have h3 : 2 * (n (g.1 0) : ℝ) + 1 = -(2 * (m 0 : ℝ)) := by linarith
      have h4 : 2 * n (g.1 0) + 1 = -(2 * m 0) := by exact_mod_cast h3
      omega
  have hsplit : op g *ᵥ x - shift = op g *ᵥ (x - shift) + (op g *ᵥ shift - shift) := by
    rw [Matrix.mulVec_sub]
    abel
  rw [← op_shift_sub_mem]
  constructor
  · rintro (h | h)
    · exact absurd h hno
    · rw [hsplit] at h
      have h' := fcc.sub_mem h (op_mem_fcc g hx)
      rwa [add_sub_cancel_left] at h'
  · intro h
    right
    rw [hsplit]
    exact fcc.add_mem (op_mem_fcc g hx) h
```

## The criterion for the whole structure

If $MD=D$, then the atom at $d$ lands on an atomic site, and the signs have product $1$.

Conversely, suppose that the product is $1$. Both sublattices are then mapped into $D$, which gives $MD\subseteq D$. For the reverse inclusion, use the inverse operation
$$(M^{-1}x)_i=s_{\sigma^{-1}(i)}\,x_{\sigma^{-1}(i)}.$$
Its signs are the same three in another order, so their product is again $1$ and $M^{-1}$ also maps $D$ into $D$. Every $x\in D$ is thus the image of the site $M^{-1}x$. In Lean, `into` is the inclusion for any operation with product $1$, applied once to $g$ and once to its inverse.

The product of the entries is easily mistaken for the determinant, which is $\det M=\operatorname{sgn}(\sigma)\,s_0s_1s_2$. The condition $\det M=1$ also selects 24 matrices, but only 12 of them are symmetries of the structure. The quarter turn $(x,y,z)\mapsto(-y,x,z)$ has determinant $1$ and entry product $-1$, and it fails. The reflection $(x,y,z)\mapsto(y,x,z)$ has determinant $-1$ and entry product $1$, and it is a symmetry.

```lean
/-- A signed permutation matrix maps the diamond structure onto itself if and only if its
three nonzero entries have product 1. -/
theorem mapsOnto_iff (g : SignedPerm) : MapsOnto (op g) ↔ ∏ i, g.2 i = 1 := by
  have hs : shift - shift ∈ fcc := by
    rw [sub_self]
    exact fcc.zero_mem
  have into : ∀ k : SignedPerm, ∏ i, k.2 i = 1 → ∀ x ∈ diamond, op k *ᵥ x ∈ diamond := by
    rintro k hk x (hx | hx)
    · exact Or.inl (op_mem_fcc k hx)
    · exact (op_shifted_mem_iff k hx).2 hk
  constructor
  · intro h
    have h1 : op g *ᵥ shift ∈ (fun x => op g *ᵥ x) '' diamond := ⟨shift, Or.inr hs, rfl⟩
    rw [h] at h1
    exact (op_shifted_mem_iff g hs).1 h1
  · intro h
    apply Set.Subset.antisymm
    · rintro _ ⟨x, hx, rfl⟩
      exact into g h x hx
    · -- the inverse operation has the same product of signs
      intro x hx
      refine ⟨op (g.1.symm, fun i => g.2 (g.1.symm i)) *ᵥ x,
        into _ ((Equiv.prod_comp g.1.symm g.2).trans h) x hx, ?_⟩
      funext i
      simp only [op_apply, Equiv.symm_apply_apply]
      rcases Int.units_eq_one_or (g.2 i) with h | h <;> simp [h]
```

## Counting matrices

To count matrices rather than pairs $(\sigma,s)$, we need different pairs to give different matrices. This holds because the position of the nonzero entry in row $i$ gives $\sigma(i)$, and its value gives $s_i$. The proof compares two equal matrices at row $i$, column $\sigma(i)$.

```lean
/-- Different axis permutations or signs give different matrices. -/
theorem op_injective : Function.Injective op := by
  intro g h hgh
  have key : ∀ i, g.1 i = h.1 i ∧ g.2 i = h.2 i := by
    intro i
    have e := congrFun (congrFun hgh i) (g.1 i)
    simp only [op, Matrix.of_apply, if_true] at e
    by_cases hi : h.1 i = g.1 i
    · rw [if_pos hi] at e
      exact ⟨hi.symm, Units.ext (Int.cast_injective e)⟩
    · rw [if_neg hi] at e
      rcases Int.units_eq_one_or (g.2 i) with h' | h' <;> simp [h'] at e
  exact Prod.ext (Equiv.ext fun i => (key i).1) (funext fun i => (key i).2)
```

There are $3!\cdot2^3=48$ pairs. Two signs can be chosen freely and the product condition fixes the third, which leaves $3!\cdot2^2=24$ symmetries. In the statement, `Set.range op` is the set of all signed permutation matrices and `ncard` counts the elements of a set. Injectivity transfers both counts to pairs, where they are finite enumerations.

A different model would allow a translation after the matrix and ask whether $x\mapsto Mx+t$ preserves $D$ for some $t$. All 48 matrices would then pass: $t=0$ serves for product $1$, and $t=d$ for product $-1$. That version describes the point group of the crystal instead of the symmetry of one site, and the theorem below does not address it.

```lean
/-- There are 48 signed permutation matrices, and exactly 24 of them map the diamond
structure onto itself. -/
theorem card_site_symmetry :
    (Set.range op).ncard = 48 ∧ {M | M ∈ Set.range op ∧ MapsOnto M}.ncard = 24 := by
  constructor
  · rw [← Set.image_univ, Set.ncard_image_of_injective _ op_injective, Set.ncard_univ,
      Nat.card_eq_fintype_card]
    decide +kernel
  · have h : {M | M ∈ Set.range op ∧ MapsOnto M}
        = op '' {g : SignedPerm | ∏ i, g.2 i = 1} := by
      ext M
      constructor
      · rintro ⟨⟨g, rfl⟩, hg⟩
        exact ⟨g, (mapsOnto_iff g).1 hg, rfl⟩
      · rintro ⟨g, hg, rfl⟩
        exact ⟨⟨g, rfl⟩, (mapsOnto_iff g).2 hg⟩
    rw [h, Set.ncard_image_of_injective _ op_injective, Set.ncard_eq_toFinset_card',
      Set.toFinset_ofPred]
    decide +kernel
```

## The action on the four bonds

The nearest neighbours of the atom at the origin lie at $b_k=\beta_k/4$ for $k=0,1,2,3$, with the sign patterns
$$\beta_0=(1,1,1),\quad \beta_1=(1,-1,-1),\quad \beta_2=(-1,1,-1),\quad \beta_3=(-1,-1,1).$$

```lean
/-- The signs of the coordinates of the four bond vectors. -/
def bondSign : Fin 4 → Fin 3 → ℤˣ :=
  ![![1, 1, 1], ![1, -1, -1], ![-1, 1, -1], ![-1, -1, 1]]
```

These vectors have length $\sqrt3/4$ and point to the corners of a regular tetrahedron.

```lean
/-- The four bond vectors from the atom at the origin, with coordinates ±1/4. -/
def bond (k : Fin 4) : Fin 3 → ℝ := fun i => ((bondSign k i : ℤ) : ℝ) / 4
```

Let $\pi$ be any permutation of the four bond labels. We look for a symmetry $M$ with $Mb_k=b_{\pi(k)}$ for every $k$.

There is at most one, because the bond vectors span space and so determine $M$. To construct it, note that the six matrices with all signs positive fix $b_0$ and permute the other three bonds in every way. The identity and the three diagonal matrices with two minus signs carry $b_0$ to each of the four bonds. Any $\pi$ is obtained by first applying a suitable matrix of the first kind and then one of the second, and the combined signs still have product $1$.

The theorem states this as `∃!`: for each $\pi$ there is exactly one signed permutation that both preserves $D$ and moves the bonds as prescribed. Its proof replaces the construction by enumeration. The step `hb` removes the factor $1/4$ and turns $Mb_k=b_l$ into the sign equations
$$s_i\,\beta_k(\sigma(i))=\beta_l(i)\quad\text{for all } i.$$
With the product criterion in place of $MD=D$, no real numbers remain, and `key` checks existence and uniqueness for all 24 permutations by `decide +kernel`.

```lean
/-- Each permutation of the four tetrahedral bonds is produced by exactly one signed
permutation that maps the diamond structure onto itself. -/
theorem tetrahedral_action (π : Equiv.Perm (Fin 4)) :
    ∃! g : SignedPerm, MapsOnto (op g) ∧ ∀ k, op g *ᵥ bond k = bond (π k) := by
  have hb : ∀ (g : SignedPerm) (k l : Fin 4), op g *ᵥ bond k = bond l ↔
      ∀ i, g.2 i * bondSign k (g.1 i) = bondSign l i := by
    intro g k l
    rw [funext_iff]
    refine forall_congr' fun i => ?_
    rw [op_apply]
    simp only [bond]
    constructor
    · intro h
      apply Units.ext
      apply Int.cast_injective (α := ℝ)
      rw [Units.val_mul, Int.cast_mul]
      linarith
    · intro h
      rw [← h, Units.val_mul, Int.cast_mul]
      ring
  -- what remains is a finite check on signs
  have key : ∀ p : Equiv.Perm (Fin 4), ∃ g : SignedPerm,
      (∏ i, g.2 i = 1 ∧ ∀ k i, g.2 i * bondSign k (g.1 i) = bondSign (p k) i) ∧
      ∀ h : SignedPerm, (∏ i, h.2 i = 1 ∧
        ∀ k i, h.2 i * bondSign k (h.1 i) = bondSign (p k) i) → h = g := by
    decide +kernel
  simp only [mapsOnto_iff, hb]
  exact key π

end

end DiamondSiteSymmetry
```

```lean
#print axioms DiamondSiteSymmetry.card_site_symmetry
#print axioms DiamondSiteSymmetry.tetrahedral_action
```

```
'DiamondSiteSymmetry.card_site_symmetry' depends on axioms: [propext, Classical.choice, Quot.sound]
'DiamondSiteSymmetry.tetrahedral_action' depends on axioms: [propext, Classical.choice, Quot.sound]
```
